# The surface mode of a harmonic diatomic chain ending at its lighter atom

Whether a chain of alternating masses has a vibration confined to its free end depends on how the end is modelled: here the end atom simply lacks one neighbour, and every remaining spring keeps the bulk constant $K$. At a real surface the end bond may be stiffer or softer, which these hypotheses don't cover.

```lean
import Mathlib

open Filter Topology

namespace DiatomicChainSurfaceMode
```

The atoms are light 0, heavy 0, light 1, and so on, with real displacements $l_n$, $h_n$ (`l`, `h`) for $n\ge 0$ and masses $m$, $M$. "Light" and "heavy" are only labels until $m<M$ is assumed or derived.

```lean
/-- Spring force on light atom `n` of the semi-infinite chain light 0, heavy 0, light 1, ...;
the end atom, light 0, is held by a single spring. -/
def lightForce (K : ℝ) (l h : ℕ → ℝ) : ℕ → ℝ
  | 0 => K * (h 0 - l 0)
  | n + 1 => K * (h n - l (n + 1)) + K * (h (n + 1) - l (n + 1))

/-- Spring force on heavy atom `n`, which sits between light atoms `n` and `n + 1`. -/
def heavyForce (K : ℝ) (l h : ℕ → ℝ) (n : ℕ) : ℝ :=
  K * (l n - h n) + K * (l (n + 1) - h n)
```

`W` is the squared frequency $\omega^2$. In a normal mode, force equals $-\text{mass}\cdot W\cdot\text{displacement}$. With $a=2K-mW$ and $b=2K-MW$, this reads

$$Kh_0=(K-mW)l_0,\quad K(l_n+l_{n+1})=b\,h_n,\quad K(h_n+h_{n+1})=a\,l_{n+1}.$$

```lean
/-- The displacements `l`, `h` form a normal mode of squared frequency `W`:
on every atom the force is minus mass times `W` times displacement. -/
def IsNormalMode (K m M W : ℝ) (l h : ℕ → ℝ) : Prop :=
  ∀ n, lightForce K l h n = -(m * W * l n) ∧ heavyForce K l h n = -(M * W * h n)
```

A surface mode is non-zero, and both its amplitudes tend to zero.

```lean
/-- A surface mode is a non-zero normal mode whose amplitudes tend to zero inside the chain. -/
def IsSurfaceMode (K m M W : ℝ) (l h : ℕ → ℝ) : Prop :=
  IsNormalMode K m M W l h ∧ Tendsto l atTop (𝓝 0) ∧ Tendsto h atTop (𝓝 0) ∧
    ∃ n, l n ≠ 0 ∨ h n ≠ 0
```

The infinite chain, indexed by the integers and with complex amplitudes, supplies the bulk bands.

```lean
/-- The complex displacements `l`, `h` satisfy the normal-mode equations of the infinite chain at
squared frequency `W`; they are not required to be bounded. -/
def IsBulkMode (K m M W : ℝ) (l h : ℤ → ℂ) : Prop :=
  ∀ n, (K : ℂ) * (h (n - 1) - l n) + K * (h n - l n) = -(m * W * l n) ∧
    (K : ℂ) * (l n - h n) + K * (l (n + 1) - h n) = -(M * W * h n)
```

## (a) Geometric profiles

Show that $l_n=cr^n$, $h_n=cr^{n+1}$ is a normal mode if
$$mW=K(1-r),\qquad MWr=K(r-1).$$

Since $h_n=l_{n+1}$, the spring between these atoms is unstretched. The force on light atom $n$, the end included, is therefore $Kcr^n(r-1)=-mWl_n$. On heavy atom $n$ it is $Kcr^n(1-r)=-MWh_n$. Lean treats the end atom as a separate case.

```lean
variable {K m M W : ℝ} {l h : ℕ → ℝ}

/-- A geometric profile with ratio `r` is a normal mode if `r` and `W` satisfy the
force balance of the light and of the heavy atoms. -/
theorem geometric_isNormalMode {r c : ℝ} (h1 : m * W = K * (1 - r))
    (h2 : M * W * r = K * (r - 1)) (hs : ∀ n, l n = c * r ^ n ∧ h n = c * r ^ (n + 1)) :
    IsNormalMode K m M W l h := by
  intro n
  constructor
  · cases n with
    | zero =>
      change K * (h 0 - l 0) = -(m * W * l 0)
      rw [(hs 0).1, (hs 0).2]
      linear_combination c * h1
    | succ k =>
      change K * (h k - l (k + 1)) + K * (h (k + 1) - l (k + 1)) = -(m * W * l (k + 1))
      rw [(hs k).2, (hs (k + 1)).1, (hs (k + 1)).2]
      linear_combination c * r ^ (k + 1) * h1
  · change K * (l n - h n) + K * (l (n + 1) - h n) = -(M * W * h n)
    rw [(hs n).1, (hs n).2, (hs (n + 1)).1]
    linear_combination c * r ^ n * h2
```

## (b) Every mode at that frequency

Let $K\ne0$ and let $r,W$ satisfy both balances of (a). Show that every normal mode has
$$l_n=l_0r^n,\qquad h_n=l_0r^{n+1}.$$

The end equation gives $Kh_0=Krl_0$. If the claim holds at $n$, then
$$Kl_{n+1}=bh_n-Kl_n=l_0r^n(br-K)=Kl_0r^{n+1},$$
$$Kh_{n+1}=al_{n+1}-Kh_n=l_0r^{n+1}(a-K)=Kl_0r^{n+2}.$$
Cancel $K$; `mul_left_cancel₀` does this in the induction.

```lean
/-- If `r` and `W` satisfy both force balances and `K ≠ 0`, every normal mode of squared
frequency `W` is geometric with ratio `r`. -/
theorem normalMode_geometric {r : ℝ} (hK : K ≠ 0) (h1 : m * W = K * (1 - r))
    (h2 : M * W * r = K * (r - 1)) (hn : IsNormalMode K m M W l h) (n : ℕ) :
    l n = l 0 * r ^ n ∧ h n = l 0 * r ^ (n + 1) := by
  induction n with
  | zero =>
    have E : K * (h 0 - l 0) = -(m * W * l 0) := (hn 0).1
    exact ⟨by ring, mul_left_cancel₀ hK (by linear_combination E - l 0 * h1)⟩
  | succ n ih =>
    have E2 : K * (l n - h n) + K * (l (n + 1) - h n) = -(M * W * h n) := (hn n).2
    have E1 : K * (h n - l (n + 1)) + K * (h (n + 1) - l (n + 1)) = -(m * W * l (n + 1)) :=
      (hn (n + 1)).1
    rw [ih.1, ih.2] at E2
    have hl : l (n + 1) = l 0 * r ^ (n + 1) :=
      mul_left_cancel₀ hK (by linear_combination E2 - l 0 * r ^ n * h2)
    rw [ih.2, hl] at E1
    exact ⟨hl, mul_left_cancel₀ hK (by linear_combination E1 - l 0 * r ^ (n + 1) * h1)⟩
```

## (c) An end atom at rest

For $K\ne0$, show that a normal mode satisfies
$$l_0=0\;\Rightarrow\; l_n=h_n=0\text{ for all }n.$$

The end equation gives $h_0=0$. If $l_n=h_n=0$, the heavy equation gives $l_{n+1}=0$, and then the light one gives $h_{n+1}=0$.

```lean
/-- For `K ≠ 0`, a normal mode in which the end atom is at rest vanishes on the whole chain. -/
theorem eq_zero_of_end_at_rest (hK : K ≠ 0) (hn : IsNormalMode K m M W l h) (h0 : l 0 = 0)
    (n : ℕ) : l n = 0 ∧ h n = 0 := by
  induction n with
  | zero =>
    have E : K * (h 0 - l 0) = -(m * W * l 0) := (hn 0).1
    exact ⟨h0, mul_left_cancel₀ hK (by linear_combination E + (K - m * W) * h0)⟩
  | succ n ih =>
    have E2 : K * (l n - h n) + K * (l (n + 1) - h n) = -(M * W * h n) := (hn n).2
    have E1 : K * (h n - l (n + 1)) + K * (h (n + 1) - l (n + 1)) = -(m * W * l (n + 1)) :=
      (hn (n + 1)).1
    rw [ih.1, ih.2] at E2
    have hl : l (n + 1) = 0 := mul_left_cancel₀ hK (by linear_combination E2)
    rw [ih.2, hl] at E1
    exact ⟨hl, mul_left_cancel₀ hK (by linear_combination E1)⟩
```

## (d) A constant along the chain

Show that in a normal mode
$$Kal_n^2+Kbh_n^2-ab\,l_nh_n=W\big(K(m+M)-mMW\big)l_0^2.$$

Replacing $l_n$ by $l_{n+1}$ changes the left side by
$$a(l_{n+1}-l_n)\big[K(l_{n+1}+l_n)-bh_n\big]=0.$$
Then replacing $h_n$ by $h_{n+1}$ changes it by
$$b(h_{n+1}-h_n)\big[K(h_{n+1}+h_n)-al_{n+1}\big]=0.$$
At $n=0$, $Kh_0=(a-K)l_0$ reduces it to $(Ka+Kb-ab)l_0^2$, which is the right side. In the induction step the multipliers in `linear_combination` are these two prefactors; at $n=0$ the multiplier is $b(h_0-l_0)$.

```lean
/-- In a normal mode a quadratic form in the displacements of neighbouring atoms has the same
value in every cell, fixed by the displacement of the end atom. -/
theorem chain_invariant (hn : IsNormalMode K m M W l h) (n : ℕ) :
    K * (2 * K - m * W) * l n ^ 2 + K * (2 * K - M * W) * h n ^ 2
      - (2 * K - m * W) * (2 * K - M * W) * (l n * h n)
      = W * (K * (m + M) - m * M * W) * l 0 ^ 2 := by
  induction n with
  | zero =>
    have E : K * (h 0 - l 0) = -(m * W * l 0) := (hn 0).1
    linear_combination (2 * K - M * W) * (h 0 - l 0) * E
  | succ n ih =>
    have E2 : K * (l n - h n) + K * (l (n + 1) - h n) = -(M * W * h n) := (hn n).2
    have E1 : K * (h n - l (n + 1)) + K * (h (n + 1) - l (n + 1)) = -(m * W * l (n + 1)) :=
      (hn (n + 1)).1
    linear_combination ih + (2 * K - m * W) * (l (n + 1) - l n) * E2
      + (2 * K - M * W) * (h (n + 1) - h n) * E1
```

## (e) Profiles that cannot decay

Let $l_n=cr^n\to0$ with $r^2\ge1$. Show that
$$c=0.$$

Here $l_n^2=c^2(r^2)^n\ge c^2$, so the limit gives $c^2\le0$.

```lean
/-- A geometric profile whose ratio has modulus at least one decays only if it is zero. -/
theorem amplitude_eq_zero {r c : ℝ} (hr : 1 ≤ r ^ 2) (hl : ∀ n, l n = c * r ^ n)
    (ht : Tendsto l atTop (𝓝 0)) : c = 0 := by
  have h2 : Tendsto (fun n => l n ^ 2) atTop (𝓝 (0 ^ 2)) := ht.pow 2
  have h3 : c ^ 2 ≤ 0 ^ 2 := ge_of_tendsto' h2 fun n => by
    have h4 : 1 ≤ (r ^ 2) ^ n := one_le_pow₀ hr
    have e : (c * r ^ n) ^ 2 = c ^ 2 * (r ^ 2) ^ n := by ring
    rw [hl n, e]
    nlinarith [mul_le_mul_of_nonneg_left h4 (sq_nonneg c)]
  have h5 : c ^ 2 = 0 := by nlinarith [sq_nonneg c]
  exact (pow_eq_zero_iff two_ne_zero).1 h5
```

## (f) All surface modes

For $K,m,M>0$, show that a surface mode exists only if $m<M$, and that the surface modes are then exactly
$$W=K\Big(\frac1m+\frac1M\Big),\quad l_n=c\Big(\!-\frac mM\Big)^n,\quad h_n=c\Big(\!-\frac mM\Big)^{n+1},\quad c\ne0.$$

By (c), $l_0\ne0$. The left side of (d) is constant and tends to zero, so $W=0$ or $W=K(1/m+1/M)$.

If $W=0$, (b) with $r=1$ gives a uniform translation, excluded by (e). Otherwise $r=-m/M$ satisfies both balances: $mW=K(1+m/M)=K(1-r)$ and $MWr=-mW=K(r-1)$. So (b) gives the profile, and (e) excludes $m\ge M$.

Conversely, if $m<M$ then $|r|<1$, so the profile decays, and (a) makes it a mode.

```lean
/-- For positive `K`, `m`, `M`, surface modes exist only if the end atom is the lighter one;
they are then exactly the non-zero multiples of `(-m/M)^n`, `(-m/M)^(n+1)`, with
`W = K (1/m + 1/M)`. -/
theorem isSurfaceMode_iff (hK : 0 < K) (hm : 0 < m) (hM : 0 < M) :
    IsSurfaceMode K m M W l h ↔ m < M ∧ W = K * (1 / m + 1 / M) ∧
      ∃ c : ℝ, c ≠ 0 ∧ ∀ n, l n = c * (-m / M) ^ n ∧ h n = c * (-m / M) ^ (n + 1) := by
  have im : m * (1 / m) = 1 := mul_one_div_cancel hm.ne'
  have iM : M * (1 / M) = 1 := mul_one_div_cancel hM.ne'
  -- the two force balances for the ratio -m/M
  have b1 : m * (K * (1 / m + 1 / M)) = K * (1 - -m / M) := by linear_combination K * im
  have hr : M * (-m / M) = -m := by linear_combination (-m) * iM
  have b2 : M * (K * (1 / m + 1 / M)) * (-m / M) = K * (-m / M - 1) := by
    linear_combination (K * (1 / m + 1 / M)) * hr - b1
  constructor
  · rintro ⟨hn, tl, th, k, hk⟩
    have h0 : l 0 ≠ 0 := fun h0 => by
      have hz := eq_zero_of_end_at_rest hK.ne' hn h0 k
      exact hk.elim (fun a => a hz.1) (fun a => a hz.2)
    -- decay forces the invariant to vanish
    have t := (((tl.pow 2).const_mul (K * (2 * K - m * W))).add
      ((th.pow 2).const_mul (K * (2 * K - M * W)))).sub
      ((tl.mul th).const_mul ((2 * K - m * W) * (2 * K - M * W)))
    have hc := tendsto_nhds_unique tendsto_const_nhds (t.congr fun n => chain_invariant hn n)
    have hC : W * (K * (m + M) - m * M * W) * l 0 ^ 2 = 0 := by rw [hc]; ring
    rcases mul_eq_zero.1 ((mul_eq_zero.1 hC).resolve_right (pow_ne_zero 2 h0)) with hW | hW
    · -- zero frequency is a uniform translation
      subst hW
      exact absurd (amplitude_eq_zero (r := 1) (by norm_num)
        (fun n => (normalMode_geometric hK.ne' (by ring) (by ring) hn n).1) tl) h0
    · have hW' : W = K * (1 / m + 1 / M) :=
        mul_left_cancel₀ (mul_pos hm hM).ne'
          (by linear_combination -hW - M * K * im - m * K * iM)
      subst hW'
      have hs := normalMode_geometric hK.ne' b1 b2 hn
      refine ⟨?_, rfl, l 0, h0, hs⟩
      by_contra hlt
      have q : 1 ≤ m / M := (one_le_div hM).2 (not_lt.1 hlt)
      have q2 : 1 ≤ (-m / M) ^ 2 := by
        have e : (-m / M) ^ 2 = (m / M) ^ 2 := by ring
        rw [e]
        exact one_le_pow₀ q
      exact h0 (amplitude_eq_zero q2 (fun n => (hs n).1) tl)
  · rintro ⟨hlt, rfl, c, hc, hs⟩
    have ha : |-m / M| < 1 := by
      rw [abs_lt]
      constructor
      · rw [lt_div_iff₀ hM]; linarith
      · rw [div_lt_iff₀ hM]; linarith
    have tp := (tendsto_pow_atTop_nhds_zero_of_abs_lt_one ha).const_mul c
    rw [mul_zero] at tp
    refine ⟨geometric_isNormalMode b1 b2 hs, tp.congr fun n => (hs n).1.symm,
      (tp.comp (tendsto_add_atTop_nat 1)).congr fun n => (hs n).2.symm, 0, Or.inl ?_⟩
    rw [(hs 0).1, pow_zero, mul_one]
    exact hc
```

The amplitude is free; summing the geometric series, $c^2=1/m-1/M$ would normalise $\sum_n(ml_n^2+Mh_n^2)$ to one.

## (g) Position of the frequency

For $K>0$ and $0<m<M$, show that the profile with $c=1$ is a surface mode and
$$\frac{2K}M<K\Big(\frac1m+\frac1M\Big)<\frac{2K}m.$$

The first claim is (f). For the bounds, add $K/M$, then $K/m$, to both sides of $K/M<K/m$.

```lean
/-- For `K > 0` and `0 < m < M` the profile `(-m/M)^n`, `(-m/M)^(n+1)` is a surface mode with
`W = K (1/m + 1/M)`, strictly between `2K/M` and `2K/m`. -/
theorem surface_mode_in_gap (hK : 0 < K) (hm : 0 < m) (hmM : m < M) :
    IsSurfaceMode K m M (K * (1 / m + 1 / M))
      (fun n => (-m / M) ^ n) (fun n => (-m / M) ^ (n + 1)) ∧
    2 * K / M < K * (1 / m + 1 / M) ∧ K * (1 / m + 1 / M) < 2 * K / m := by
  have q : K / M < K / m := div_lt_div_of_pos_left hK hm hmM
  have e : K * (1 / m + 1 / M) = K / m + K / M := by ring
  have e1 : 2 * K / M = K / M + K / M := by ring
  have e2 : 2 * K / m = K / m + K / m := by ring
  refine ⟨(isSurfaceMode_iff hK hm (hm.trans hmM)).2
    ⟨hmM, rfl, 1, one_ne_zero, fun n => by simp⟩, ?_, ?_⟩
  · rw [e, e1]; linarith
  · rw [e, e2]; linarith
```

In the quantised harmonic chain with nearest-neighbour springs, $\sqrt W$ is the angular frequency of a phonon localised at the end.

## (h) No Bloch wave in the interval

Let $m,M>0$, and let $l_n=Az^n$, $h_n=Bz^n$ with $|z|=1$ be a mode of the infinite chain. Show that
$$\frac{2K}M<W<\frac{2K}m\;\Rightarrow\;A=B=0.$$

At $n=0$, $aA=K(1+\bar z)B$ and $bB=K(1+z)A$. Multiply the first by $\bar A$, and the conjugate of the second by $B$. The right sides agree, so $a|A|^2=b|B|^2$. In the interval $a>0>b$, hence both amplitudes vanish. Lean's `key` is this equality.

```lean
/-- For positive masses, a Bloch wave of the infinite chain (phase factor `z` of modulus one)
with `W` strictly between `2K/M` and `2K/m` has zero amplitude. -/
theorem no_bloch_wave_in_gap {A B z : ℂ} (hm : 0 < m) (hM : 0 < M) (hz : ‖z‖ = 1)
    (g1 : 2 * K / M < W) (g2 : W < 2 * K / m)
    (hb : IsBulkMode K m M W (fun n => A * z ^ n) (fun n => B * z ^ n)) : A = 0 ∧ B = 0 := by
  obtain ⟨e1, e2⟩ := hb 0
  simp only [zero_sub, zpow_neg_one, zpow_zero, zero_add, zpow_one, mul_one] at e1 e2
  rw [Complex.inv_eq_conj hz] at e1
  have e3 := congrArg (starRingEnd ℂ) e2
  simp only [map_add, map_mul, map_sub, map_neg, Complex.conj_ofReal] at e3
  -- eliminating the coupling terms leaves (2K - mW)|A|² = (2K - MW)|B|²
  have key : (2 * K - m * W : ℂ) * (A * starRingEnd ℂ A)
      = (2 * K - M * W) * (B * starRingEnd ℂ B) := by
    linear_combination -(starRingEnd ℂ A) * e1 + B * e3
  rw [Complex.mul_conj, Complex.mul_conj] at key
  have kr : (2 * K - m * W) * Complex.normSq A = (2 * K - M * W) * Complex.normSq B := by
    exact_mod_cast key
  rw [div_lt_iff₀ hM] at g1
  rw [lt_div_iff₀ hm] at g2
  have a : 0 < 2 * K - m * W := by linarith
  have b : 0 < M * W - 2 * K := by linarith
  have p := mul_nonneg a.le (Complex.normSq_nonneg A)
  have q := mul_nonneg b.le (Complex.normSq_nonneg B)
  have pA : (2 * K - m * W) * Complex.normSq A = 0 := by linarith
  have pB : (M * W - 2 * K) * Complex.normSq B = 0 := by linarith
  exact ⟨Complex.normSq_eq_zero.1 ((mul_eq_zero.1 pA).resolve_left a.ne'),
    Complex.normSq_eq_zero.1 ((mul_eq_zero.1 pB).resolve_left b.ne')⟩
```

## (i) Bulk modes at the edges

For non-zero masses, show that the infinite chain has the modes
$$W=\frac{2K}M:\ l_n=0,\ h_n=(-1)^n;\qquad W=\frac{2K}m:\ l_n=(-1)^n,\ h_n=0.$$

Each resting atom has neighbours with opposite displacements, so its forces cancel. Each moving atom feels $-2K$ times its displacement, which is $-MW$ or $-mW$ times it, respectively.

```lean
/-- For non-zero masses the infinite chain has modes at `W = 2K/M`, with the light atoms at rest,
and at `W = 2K/m`, with the heavy atoms at rest; the moving atoms alternate in sign. -/
theorem gap_edges (hm : m ≠ 0) (hM : M ≠ 0) :
    IsBulkMode K m M (2 * K / M) (fun _ => 0) (fun n => (-1) ^ n) ∧
    IsBulkMode K m M (2 * K / m) (fun n => (-1) ^ n) (fun _ => 0) := by
  have c (a : ℝ) (ha : a ≠ 0) : (a : ℂ) * ((2 * K / a : ℝ) : ℂ) = 2 * K := by
    have e : a * (2 * K / a) = 2 * K := by field_simp
    exact_mod_cast e
  have s (n : ℤ) : (-1 : ℂ) ^ (n - 1) = -(-1) ^ n := by
    rw [zpow_sub_one₀ (by norm_num)]; norm_num
  have t (n : ℤ) : (-1 : ℂ) ^ (n + 1) = -(-1) ^ n := by
    rw [zpow_add_one₀ (by norm_num)]; norm_num
  refine ⟨fun n => ⟨?_, ?_⟩, fun n => ⟨?_, ?_⟩⟩
  · simp only [s]; ring
  · simp only [zero_sub]
    linear_combination (-1 : ℂ) ^ n * c M hM
  · simp only [zero_sub]
    linear_combination (-1 : ℂ) ^ n * c m hm
  · simp only [t]; ring

end DiatomicChainSurfaceMode
```

```lean
#print axioms DiatomicChainSurfaceMode.isSurfaceMode_iff
#print axioms DiatomicChainSurfaceMode.surface_mode_in_gap
#print axioms DiatomicChainSurfaceMode.no_bloch_wave_in_gap
#print axioms DiatomicChainSurfaceMode.gap_edges
```

```
'DiatomicChainSurfaceMode.isSurfaceMode_iff' depends on axioms: [propext, Classical.choice, Quot.sound]
'DiatomicChainSurfaceMode.surface_mode_in_gap' depends on axioms: [propext, Classical.choice, Quot.sound]
'DiatomicChainSurfaceMode.no_bloch_wave_in_gap' depends on axioms: [propext, Classical.choice, Quot.sound]
'DiatomicChainSurfaceMode.gap_edges' depends on axioms: [propext, Classical.choice, Quot.sound]
```
